# A polarised spin in $D(\mathbf e\cdot\mathbf S)^2$: parallel and perpendicular energies differ by $D\,S(S-\tfrac12)$

Take a spin 1 with components $J_0,J_1,J_2$, fully polarised along axis 2. Then $\langle J_2^2\rangle=1$, and since the three squares add up to $1\cdot 2=2$, the two transverse squares share the remaining 1. By symmetry about the axis each has mean $\tfrac12$, although $\langle J_0\rangle=\langle J_1\rangle=0$.

An anisotropy energy $DJ_2^2$ therefore has mean $D$ when the spin points along axis 2 and $D/2$ when it points along axis 0. A classical vector of length 1 would give $D$ and $0$. For the quantum spin the difference is $D/2$, so dividing by $S^2=1$ returns half of $D$, while dividing by $S(S-\tfrac12)=\tfrac12$ returns $D$. The same transverse fluctuation fixes the factor for every $S$.

This matters when total energies from relativistic density functional calculations, computed for several magnetisation directions, are mapped to $D$, provided that they can be read as mean energies of a single, fully polarised spin with a uniaxial quadratic anisotropy.

## Spin matrices and polarised states

In Lean 4 with Mathlib:

```lean
import Mathlib

open Matrix
open scoped ComplexOrder

namespace MagneticAnisotropy

noncomputable section

variable {ι : Type*} [Fintype ι] [DecidableEq ι]
  {J : Fin 3 → Matrix ι ι ℂ} {S : ℝ} {n : Fin 3 → ℝ} {v : ι → ℂ}
```

The spin is a triple of Hermitian matrices of finite size, in units of $\hbar$, with $[J_0,J_1]=iJ_2$ and its cyclic companions, and $\sum_i J_i^2=S(S+1)$. Here $S$ is a real number. Several copies of the same spin are allowed, as irreducibility is not required.

```lean
/-- Hermitian spin matrices with the angular momentum commutators and total square `S(S+1)`. -/
structure IsSpin (J : Fin 3 → Matrix ι ι ℂ) (S : ℝ) : Prop where
  herm : ∀ i, (J i)ᴴ = J i
  comm01 : J 0 * J 1 - J 1 * J 0 = Complex.I • J 2
  comm12 : J 1 * J 2 - J 2 * J 1 = Complex.I • J 0
  comm20 : J 2 * J 0 - J 0 * J 2 = Complex.I • J 1
  total : J 0 * J 0 + J 1 * J 1 + J 2 * J 2 = ((S : ℂ) * (S + 1)) • (1 : Matrix ι ι ℂ)
```

For a real vector $m$, write $J(m)=\sum_i m_iJ_i$ for the component $m\cdot\mathbf S$.

```lean
/-- The spin component `m·S` along a real vector `m`. -/
def along (J : Fin 3 → Matrix ι ι ℂ) (m : Fin 3 → ℝ) : Matrix ι ι ℂ :=
  ∑ i, (m i : ℂ) • J i
```

Full polarisation along $n$ means $|n|=1$, $\langle v,v\rangle=1$ and $J(n)v=Sv$.

```lean
/-- A normalised state `v` with spin projection `S` along the unit vector `n`. -/
structure IsPolarised (J : Fin 3 → Matrix ι ι ℂ) (S : ℝ) (n : Fin 3 → ℝ) (v : ι → ℂ) :
    Prop where
  unit : n ⬝ᵥ n = 1
  norm : star v ⬝ᵥ v = 1
  eig : along J n *ᵥ v = (S : ℂ) • v
```

The mean $\langle X\rangle=\langle v,Xv\rangle$ is linear in $X$. It is complex-valued in the code, so the formulas below also show that the energies are real.

```lean
/-- The expectation value `⟨v, X v⟩`, as a linear functional of the operator `X`. -/
def expect (v : ι → ℂ) : Matrix ι ι ℂ →ₗ[ℂ] ℂ where
  toFun X := star v ⬝ᵥ (X *ᵥ v)
  map_add' X Y := by rw [add_mulVec, dotProduct_add]
  map_smul' c X := by rw [smul_mulVec, dotProduct_smul, RingHom.id_apply]
```

The Hamiltonian is $D\,J(e)^2$. The constant $D$ is postulated; it sets the scale of the spin-level splitting that spin–orbit coupling and magnetic dipole interactions produce. Rhombic and higher-order terms are left out.

```lean
/-- The uniaxial anisotropy Hamiltonian `D (e·S)²` with axis `e`. -/
def uniaxial (J : Fin 3 → Matrix ι ι ℂ) (D : ℝ) (e : Fin 3 → ℝ) : Matrix ι ι ℂ :=
  (D : ℂ) • (along J e * along J e)
```

## Commutators along arbitrary directions

Expanding both components and collecting pairs gives
$$[J(p),J(q)]=i\big[(p_0q_1-p_1q_0)J_2+(p_1q_2-p_2q_1)J_0+(p_2q_0-p_0q_2)J_1\big]=iJ(p\times q).$$
The `linear_combination` takes the three basic commutators with exactly these coefficients.

```lean
/-- Spin components along `p` and `q` have the commutator `i (p × q)·S`. -/
theorem along_comm (h : IsSpin J S) (p q : Fin 3 → ℝ) :
    along J p * along J q - along J q * along J p = Complex.I • along J (p ⨯₃ q) := by
  simp only [along, Fin.sum_univ_three, cross_apply, Matrix.cons_val, Complex.ofReal_sub,
    Complex.ofReal_mul, add_mul, mul_add, smul_mul_assoc, mul_smul_comm]
  linear_combination (norm := module) ((p 0 : ℂ) * q 1 - p 1 * q 0) • h.comm01
    + ((p 1 : ℂ) * q 2 - p 2 * q 1) • h.comm12 + ((p 2 : ℂ) * q 0 - p 0 * q 2) • h.comm20
```

If $n\cdot w=0$, then $w\times(n\times w)=|w|^2n-(w\cdot n)w=|w|^2n$, hence $[J(w),J(n\times w)]=i|w|^2J(n)$.

```lean
/-- For `w` perpendicular to `n`, the components along `w` and `n × w` have the commutator
`i |w|² n·S`. -/
theorem transverse_comm (h : IsSpin J S) {w : Fin 3 → ℝ} (hw : n ⬝ᵥ w = 0) :
    along J w * along J (n ⨯₃ w) - along J (n ⨯₃ w) * along J w
      = (Complex.I * ((w ⬝ᵥ w : ℝ) : ℂ)) • along J n := by
  have h2 : ((n ⬝ᵥ w : ℝ) : ℂ) = 0 := by rw [hw, Complex.ofReal_zero]
  have hx : along J (w ⨯₃ (n ⨯₃ w)) = ((w ⬝ᵥ w : ℝ) : ℂ) • along J n := by
    linear_combination (norm := skip) (-1 : ℂ) • (h2 • along J w)
    simp only [along, dotProduct, Fin.sum_univ_three, cross_apply, Matrix.cons_val,
      Complex.ofReal_sub, Complex.ofReal_add, Complex.ofReal_mul]
    module
  rw [along_comm h, hx, smul_smul]
```

## The transverse squares

Let $|n|=1$ and $n\cdot w=0$. For $w\neq0$, the vectors $n$, $w/|w|$ and $n\times w/|w|$ are orthonormal, and the sum of squared components is the same in every orthonormal frame. So
$$J(w)^2+J(n\times w)^2=|w|^2\big(S(S+1)-J(n)^2\big),$$
and for $w=0$ both sides vanish. The proof avoids the division by $|w|$: it expands a polynomial identity and corrects it with $n\cdot n=1$ and $n\cdot w=0$.

```lean
/-- For a unit vector `n` and `w` perpendicular to it, the squared components along `w` and
`n × w` add up to `|w|² (S(S+1) - (n·S)²)`. -/
theorem transverse_sq (h : IsSpin J S) (hn : n ⬝ᵥ n = 1) {w : Fin 3 → ℝ} (hw : n ⬝ᵥ w = 0) :
    along J w * along J w + along J (n ⨯₃ w) * along J (n ⨯₃ w)
      = ((w ⬝ᵥ w : ℝ) : ℂ) • (((S : ℂ) * (S + 1)) • (1 : Matrix ι ι ℂ)
        - along J n * along J n) := by
  have h1 : ((n ⬝ᵥ n : ℝ) : ℂ) = 1 := by rw [hn, Complex.ofReal_one]
  have h2 : ((n ⬝ᵥ w : ℝ) : ℂ) = 0 := by rw [hw, Complex.ofReal_zero]
  -- the Gram identity for `n`, `w` and `n × w`, written with operators
  linear_combination (norm := skip) ((w ⬝ᵥ w : ℝ) : ℂ) • h.total
    + h1 • (((w ⬝ᵥ w : ℝ) : ℂ) • (J 0 * J 0 + J 1 * J 1 + J 2 * J 2) - along J w * along J w)
    + h2 • (along J n * along J w + along J w * along J n
      - ((n ⬝ᵥ w : ℝ) : ℂ) • (J 0 * J 0 + J 1 * J 1 + J 2 * J 2))
  simp only [along, dotProduct, Fin.sum_univ_three, cross_apply, Matrix.cons_val,
    Complex.ofReal_sub, Complex.ofReal_add, Complex.ofReal_mul, add_mul, mul_add,
    smul_mul_assoc, mul_smul_comm]
  module
```

## The raising operator gives zero

Put $A=J(w)+iJ(n\times w)$. Since the components are Hermitian, $A^\dagger=J(w)-iJ(n\times w)$.

```lean
/-- For real vectors `p` and `q`, the adjoint of `p·S + i q·S` is `p·S - i q·S`. -/
theorem raising_adjoint (h : IsSpin J S) (p q : Fin 3 → ℝ) :
    (along J p + Complex.I • along J q)ᴴ = along J p - Complex.I • along J q := by
  have ha (m : Fin 3 → ℝ) : (along J m)ᴴ = along J m := by
    simp [along, Fin.sum_univ_three, conjTranspose_add, conjTranspose_smul, h.herm]
  simp [conjTranspose_add, conjTranspose_smul, ha, sub_eq_add_neg]
```

Multiplying out and using the commutator and the sum of squares found above,
$$A^\dagger A=J(w)^2+J(n\times w)^2+i[J(w),J(n\times w)]=|w|^2\big(S(S+1)-J(n)^2-J(n)\big).$$
On $v$ the bracket becomes $S(S+1)-S^2-S=0$. Thus $\|Av\|^2=\langle v,A^\dagger Av\rangle=0$ and $Av=0$. In the code `hP` is the operator identity and `hz` its action on $v$.

```lean
/-- A state with projection `S` along the unit vector `n` is annihilated by the raising operator
`w·S + i (n × w)·S` for every `w` perpendicular to `n`. -/
theorem raising_annihilates (h : IsSpin J S) (p : IsPolarised J S n v) {w : Fin 3 → ℝ}
    (hw : n ⬝ᵥ w = 0) : (along J w + Complex.I • along J (n ⨯₃ w)) *ᵥ v = 0 := by
  have hP : (along J w - Complex.I • along J (n ⨯₃ w))
      * (along J w + Complex.I • along J (n ⨯₃ w))
      = ((w ⬝ᵥ w : ℝ) : ℂ) • (((S : ℂ) * (S + 1)) • (1 : Matrix ι ι ℂ)
        - along J n * along J n - along J n) := by
    linear_combination (norm := skip) transverse_sq h p.unit hw
      + Complex.I • transverse_comm h hw
      + Complex.I_sq • (((w ⬝ᵥ w : ℝ) : ℂ) • along J n
        - along J (n ⨯₃ w) * along J (n ⨯₃ w))
    simp only [sub_mul, mul_add, smul_mul_assoc, mul_smul_comm]
    module
  -- the raised state has norm zero
  refine dotProduct_star_self_eq_zero.1 ?_
  rw [star_mulVec, ← dotProduct_mulVec, mulVec_mulVec, raising_adjoint h, hP]
  have hz : (((w ⬝ᵥ w : ℝ) : ℂ) • (((S : ℂ) * (S + 1)) • (1 : Matrix ι ι ℂ)
      - along J n * along J n - along J n)) *ᵥ v = 0 := by
    simp only [smul_mulVec, sub_mulVec, one_mulVec, ← mulVec_mulVec, p.eig, mulVec_smul]
    module
  rw [hz, dotProduct_zero]
```

## The mean square in any direction

Split $m=cn+w$ with $c=m\cdot n$, so that $n\cdot w=0$ and $|w|^2=|m|^2-c^2$. Then
$$\langle J(m)^2\rangle=c^2S^2+c\,\langle J(n)J(w)+J(w)J(n)\rangle+\langle J(w)^2\rangle .$$

From $\langle A\rangle=\langle A^\dagger\rangle=0$ we get $\langle J(w)\rangle=0$. As $J(n)$ acts as $S$ on either side, the cross term is $2cS\langle J(w)\rangle=0$.

For the last term, add $\langle J(w)A\rangle=0$ and $\langle A^\dagger J(w)\rangle=0$:
$$0=2\langle J(w)^2\rangle+i\langle[J(w),J(n\times w)]\rangle=2\langle J(w)^2\rangle-|w|^2S .$$
So $\langle J(w)^2\rangle=S|w|^2/2$, and
$$\langle J(m)^2\rangle=c^2S^2+\tfrac S2(|m|^2-c^2)=\tfrac S2|m|^2+S(S-\tfrac12)(m\cdot n)^2 .$$

For a unit vector $m$ the first term is $S/2$. In the code, `e6` and `e7` are the means of $A$ and $A^\dagger$, and `e4` and `e5` are the two relations just added. `hN` lets $J(n)$ act only on the right, so `hNA` supplies the commutator that moves it there.

```lean
/-- In a state with projection `S` along the unit vector `n`, the mean of `(m·S)²` is
`(S/2)|m|² + S(S-1/2)(m·n)²` for every real vector `m`. -/
theorem expect_along_sq (h : IsSpin J S) (p : IsPolarised J S n v) (m : Fin 3 → ℝ) :
    expect v (along J m * along J m)
      = (S : ℂ) / 2 * ((m ⬝ᵥ m : ℝ) : ℂ) + S * (S - 1 / 2) * ((m ⬝ᵥ n : ℝ) : ℂ) ^ 2 := by
  -- split `m` into parts along and perpendicular to `n`
  obtain ⟨w, hw⟩ : ∃ w, w = m - (m ⬝ᵥ n) • n := ⟨_, rfl⟩
  have hp : n ⬝ᵥ w = 0 := by
    rw [hw, dotProduct_sub, dotProduct_smul, p.unit, dotProduct_comm n m]; simp
  have hW : ((w ⬝ᵥ w : ℝ) : ℂ) = ((m ⬝ᵥ m : ℝ) : ℂ) - ((m ⬝ᵥ n : ℝ) : ℂ) ^ 2 := by
    have hr : w ⬝ᵥ w = m ⬝ᵥ m - (m ⬝ᵥ n) ^ 2 := by
      rw [hw]
      simp only [sub_dotProduct, dotProduct_sub, smul_dotProduct, dotProduct_smul, p.unit,
        dotProduct_comm n m, smul_eq_mul]
      ring
    rw [hr, Complex.ofReal_sub, Complex.ofReal_pow]
  have hm : along J m = ((m ⬝ᵥ n : ℝ) : ℂ) • along J n + along J w := by
    rw [hw]
    simp only [along, Fin.sum_univ_three, Pi.sub_apply, Pi.smul_apply, smul_eq_mul,
      Complex.ofReal_sub, Complex.ofReal_mul]
    module
  have hl := raising_annihilates h p hp
  have hR (X : Matrix ι ι ℂ) :
      expect v (X * (along J w + Complex.I • along J (n ⨯₃ w))) = 0 := by
    change star v ⬝ᵥ (_ *ᵥ v) = 0
    rw [← mulVec_mulVec, hl, mulVec_zero, dotProduct_zero]
  have hL (X : Matrix ι ι ℂ) :
      expect v ((along J w - Complex.I • along J (n ⨯₃ w)) * X) = 0 := by
    change star v ⬝ᵥ (_ *ᵥ v) = 0
    rw [← mulVec_mulVec, dotProduct_mulVec, ← raising_adjoint h, ← star_mulVec, hl,
      star_zero, zero_dotProduct]
  have hN (X : Matrix ι ι ℂ) : expect v (X * along J n) = S * expect v X := by
    change star v ⬝ᵥ ((X * along J n) *ᵥ v) = S * (star v ⬝ᵥ (X *ᵥ v))
    rw [← mulVec_mulVec, p.eig, mulVec_smul, dotProduct_smul, smul_eq_mul]
  have eN : expect v (along J n) = S := by
    change star v ⬝ᵥ (along J n *ᵥ v) = S
    rw [p.eig, dotProduct_smul, p.norm, smul_eq_mul, mul_one]
  have e4 := hR (along J w)
  have e5 := hL (along J w)
  have e6 := hR 1
  have e7 := hL 1
  have hAB := congrArg (expect v) (transverse_comm h hp)
  have hNA := congrArg (expect v) (along_comm h n w)
  rw [hm]
  simp only [mul_add, add_mul, sub_mul, one_mul, mul_one, mul_smul_comm, smul_mul_assoc,
    map_add, map_sub, map_smul, smul_eq_mul, hN, eN] at e4 e5 e6 e7 hAB hNA ⊢
  linear_combination ((m ⬝ᵥ n : ℝ) : ℂ) * hNA
    + ((m ⬝ᵥ n : ℝ) : ℂ) * S * (e6 + e7) + ((m ⬝ᵥ n : ℝ) : ℂ) / 2 * (e6 - e7)
    + (e4 + e5) / 2 - Complex.I / 2 * hAB
    - ((w ⬝ᵥ w : ℝ) : ℂ) * S / 2 * Complex.I_sq + (S : ℂ) / 2 * hW
```

## From energy differences to $D$

For states polarised along $n$ and $n'$, the isotropic part $D\,S|e|^2/2$ cancels, leaving $D\,S(S-\tfrac12)\big[(e\cdot n)^2-(e\cdot n')^2\big]$. These are mean energies; the polarised states need not be eigenstates of the Hamiltonian.

```lean
/-- For the Hamiltonian `D (e·S)²`, the mean energies of states polarised along the unit vectors `n`
and `n'` differ by `D S(S-1/2) ((e·n)² - (e·n')²)`. -/
theorem energy_difference (h : IsSpin J S) {n' : Fin 3 → ℝ} {v' : ι → ℂ}
    (p : IsPolarised J S n v) (p' : IsPolarised J S n' v') (D : ℝ) (e : Fin 3 → ℝ) :
    expect v (uniaxial J D e) - expect v' (uniaxial J D e)
      = D * (S * (S - 1 / 2)) * (((e ⬝ᵥ n : ℝ) : ℂ) ^ 2 - ((e ⬝ᵥ n' : ℝ) : ℂ) ^ 2) := by
  simp only [uniaxial, map_smul, smul_eq_mul, expect_along_sq h p, expect_along_sq h p']
  ring
```

With $e=n$ and $n'\perp n$, the square bracket equals 1. Division by $S(S-\tfrac12)$ gives $D$, whereas division by $S^2$ gives $D\big(1-\tfrac1{2S}\big)$. At $S=\tfrac12$ the energy difference is zero whatever $D$ is, and the hypothesis `1 / 2 < S` excludes that case.

```lean
/-- For `S > 1/2` and the Hamiltonian `D (n·S)²` with a unit vector `n`, the difference in mean
energy between polarisation along `n` and perpendicular to it gives `D` after division by
`S(S-1/2)`, while division by `S²` gives `D (1 - 1/(2S))`. -/
theorem anisotropy_constant (h : IsSpin J S) {n' : Fin 3 → ℝ} {v' : ι → ℂ}
    (p : IsPolarised J S n v) (p' : IsPolarised J S n' v') (hp : n ⬝ᵥ n' = 0)
    (hS : 1 / 2 < S) (D : ℝ) :
    (expect v (uniaxial J D n) - expect v' (uniaxial J D n)) / (S * (S - 1 / 2)) = D ∧
    (expect v (uniaxial J D n) - expect v' (uniaxial J D n)) / (S : ℂ) ^ 2
      = D * (1 - 1 / (2 * S)) := by
  have h0 : (S : ℂ) ≠ 0 := by
    exact_mod_cast (by linarith : (0 : ℝ) < S).ne'
  have h1 : (S : ℂ) - 1 / 2 ≠ 0 := by
    have hr : ((S - 1 / 2 : ℝ) : ℂ) ≠ 0 :=
      Complex.ofReal_ne_zero.2 (by linarith : (0 : ℝ) < S - 1 / 2).ne'
    push_cast at hr
    exact hr
  rw [energy_difference h p p', p.unit, hp, Complex.ofReal_one, Complex.ofReal_zero]
  constructor
  · rw [show (D : ℂ) * (S * (S - 1 / 2)) * (1 ^ 2 - 0 ^ 2) = D * (S * (S - 1 / 2)) by ring]
    exact mul_div_cancel_right₀ _ (mul_ne_zero h0 h1)
  · field_simp
    ring
```

As a numerical instance, let $S=\tfrac32$ and $D=-2$ in some energy unit. The parallel energy is $-2\cdot\tfrac94=-4.5$ and the perpendicular one $-2\cdot\tfrac34=-1.5$. Their difference, $-3$, divided by $\tfrac32$ is $-2$; divided by $\tfrac94$ it is $-\tfrac43$, which is too small in magnitude by a third.

## A spin-1 example

In the Cartesian basis the spin-1 matrices have entries $0$ and $\pm i$.

```lean
/-- The spin-1 matrices in the Cartesian basis. -/
def spinOne : Fin 3 → Matrix (Fin 3) (Fin 3) ℂ :=
  ![!![0, 0, 0; 0, 0, -Complex.I; 0, Complex.I, 0],
    !![0, 0, Complex.I; 0, 0, 0; -Complex.I, 0, 0],
    !![0, -Complex.I, 0; Complex.I, 0, 0; 0, 0, 0]]
```

The state $v=\big(\tfrac{1+i}2,\tfrac{i-1}2,0\big)$ has norm $\tfrac12+\tfrac12=1$ and satisfies $J_2v=v$, so the assumptions on the spin and on a polarised state are met by a concrete case. Shifting its entries cyclically to $\big(0,\tfrac{1+i}2,\tfrac{i-1}2\big)$ gives a state polarised along axis 0, the perpendicular partner used in the opening.

The example also shows why the norm in `IsPolarised` is written with `star`. Suppose that it were `v ⬝ᵥ v` instead. That product is $\tfrac{2i}4-\tfrac{2i}4=0$ here, so the condition would reject this perfectly normalised state.

```lean
/-- The Cartesian spin-1 matrices satisfy the spin relations with `S = 1`, and the state
`((1+i)/2, (i-1)/2, 0)` is polarised along the third axis. -/
theorem spinOne_witness : IsSpin spinOne 1 ∧
    IsPolarised spinOne 1 ![0, 0, 1] ![(1 + Complex.I) / 2, (Complex.I - 1) / 2, 0] := by
  refine ⟨⟨?_, ?_, ?_, ?_, ?_⟩, ⟨?_, ?_, ?_⟩⟩
  · intro k
    ext i j
    fin_cases k <;> fin_cases i <;> fin_cases j <;> simp [spinOne]
  · ext i j
    fin_cases i <;> fin_cases j <;> simp [spinOne]
  · ext i j
    fin_cases i <;> fin_cases j <;> simp [spinOne]
  · ext i j
    fin_cases i <;> fin_cases j <;> simp [spinOne]
  · ext i j
    fin_cases i <;> fin_cases j <;> simp [spinOne] <;> norm_num
  · simp [dotProduct, Fin.sum_univ_three]
  · simp [dotProduct, Fin.sum_univ_three]
    have h2 : (starRingEnd ℂ) 2 = 2 := map_ofNat (starRingEnd ℂ) 2
    rw [h2]
    linear_combination (-1 / 2 : ℂ) * Complex.I_sq
  · ext i
    fin_cases i <;>
      simp [along, spinOne, Matrix.mulVec, dotProduct, Fin.sum_univ_three] <;>
      ring_nf <;> simp [Complex.I_sq] <;> ring

end

end MagneticAnisotropy
```

```lean
#print axioms MagneticAnisotropy.energy_difference
-- 'MagneticAnisotropy.energy_difference' depends on axioms: [propext, Classical.choice, Quot.sound]
#print axioms MagneticAnisotropy.anisotropy_constant
-- 'MagneticAnisotropy.anisotropy_constant' depends on axioms: [propext, Classical.choice, Quot.sound]
```
